# Generators of rotations in three dimensions transform as axial vectors

Q: A disc lies in the $xy$ plane and spins about the $z$ axis, with its angular velocity $\omega$ pointing up. I reflect everything in the plane of the disc, $z \to -z$. Every point of the disc keeps its position and its velocity, so the mirrored disc has the same angular velocity. Yet an ordinary arrow pointing up would now point down. You say a statement about 3 by 3 matrices captures this. Where is the spinning disc in it?

A: In the map from positions to velocities. A point at $r$ moves with $\dot r = \omega \times r$, which is linear in $r$, so there is a matrix $\hat\omega$ with $\dot r = \hat\omega r$. Now let $R$ be any orthogonal matrix, a rotation or a reflection, and put $r' = Rr$. Since $r = R^T r'$,
$$\dot r' = R\hat\omega r = R\hat\omega R^T r'.$$
The transformed motion therefore has the generator $R\hat\omega R^T$. The claim is that
$$R\,\hat\omega\,R^T = \det(R)\,\widehat{R\omega}.$$
For your mirror, $R = \mathrm{diag}(1,1,-1)$, so $\det R = -1$ and $R\omega = -\omega$. The two signs cancel, and the generator is again $\hat\omega$.

Q: Then show me the matrix, with its signs. Half of all disagreements about rotations are about signs.

A: The file uses Mathlib's matrices and numbers the components 0, 1, 2 for $x$, $y$, $z$.

```lean
import Mathlib

open Matrix

namespace AxialGenerators
```

A vector is a function `Fin 3 → ℝ`, that is, three real components, and `hat v` is written out entry by entry:

```lean
/-- The cross-product matrix of a real vector `v`; for nonzero `v` it generates rotations about `v`.
-/
def hat (v : Fin 3 → ℝ) : Matrix (Fin 3) (Fin 3) ℝ :=
  !![0, -v 2, v 1; v 2, 0, -v 0; -v 1, v 0, 0]
```

The length of $v$ is free. For a unit vector $n$, $\hat n$ generates rotation about $n$ at one radian per unit of the parameter; for $v = |v|\,n$ the rate is $|v|$, and $v = 0$ gives the zero matrix.

Q: A definition can say anything. What ties it to the cross product I know?

A: A theorem. The first component of $\hat v w$ is $-v_2 w_1 + v_1 w_2$, which is $(v \times w)_0$; the second is $v_2 w_0 - v_0 w_2$ and the third is $-v_1 w_0 + v_0 w_1$, again the components of $v \times w$. In Lean, `*ᵥ` applies a matrix to a vector and `⨯₃` is Mathlib's cross product. The proof splits into these three components with `fin_cases`, expands the sums and lets `ring` compare the polynomials.

```lean
/-- Applying the generator `hat v` to a vector `w` gives the cross product of `v` and `w`. -/
theorem hat_mulVec (v w : Fin 3 → ℝ) : hat v *ᵥ w = v ⨯₃ w := by
  ext i
  fin_cases i <;>
    simp [hat, cross_apply, Matrix.mulVec, dotProduct, Fin.sum_univ_three] <;> ring
```

Q: You speak of "the" angular velocity of the transformed motion. Could two vectors have the same matrix?

A: No. The entries in positions $(2,1)$, $(0,2)$ and $(1,0)$ are $v_0$, $v_1$ and $v_2$, so the matrix determines the vector. The proof reads off the same three entries.

```lean
/-- Different vectors have different generators. -/
theorem hat_injective : Function.Injective hat := by
  intro u v h
  -- each component of the vector can be read off from one matrix entry
  have h0 : u 0 = v 0 := by simpa [hat] using congrFun (congrFun h 2) 1
  have h1 : u 1 = v 1 := by simpa [hat] using congrFun (congrFun h 0) 2
  have h2 : u 2 = v 2 := by simpa [hat] using congrFun (congrFun h 1) 0
  ext i
  fin_cases i
  · exact h0
  · exact h1
  · exact h2
```

Q: And is every infinitesimal rotation of this form? Otherwise you have treated only some of them.

A: If $R(t)$ is a path of orthogonal matrices through the identity at $t=0$, differentiating $R^T R = 1$ there gives $A^T + A = 0$ for $A = \dot R(0)$. So the generators are antisymmetric matrices. For such an $A$ each diagonal entry equals its own negative and vanishes, and the entries above the diagonal are fixed by those below. Three numbers remain, and $v = (A_{21}, A_{02}, A_{10})$ gives $\hat v = A$. Conversely, every $\hat v$ is visibly antisymmetric.

The theorem starts from antisymmetry, not from the path. The symbol `∃!` means "there is exactly one". The forward half supplies the vector above, checks nine entries with `linarith`, and takes uniqueness from `hat_injective`; the other half checks the transpose entry by entry.

```lean
/-- A real 3 by 3 matrix is antisymmetric, that is, an element of so(3), exactly when it is
the cross-product matrix of one and only one vector. -/
theorem antisymmetric_iff_hat (A : Matrix (Fin 3) (Fin 3) ℝ) :
    Aᵀ = -A ↔ ∃! v, hat v = A := by
  constructor
  · intro hA
    have h : ∀ i j, A j i = -A i j := fun i j => congrFun (congrFun hA i) j
    have hv : hat ![A 2 1, A 0 2, A 1 0] = A := by
      ext i j
      fin_cases i <;> fin_cases j <;> simp [hat] <;>
        linarith [h 0 0, h 1 1, h 2 2, h 0 1, h 0 2, h 1 2]
    exact ⟨_, hv, fun w hw => hat_injective (hw.trans hv.symm)⟩
  · rintro ⟨v, rfl, -⟩
    ext i j
    fin_cases i <;> fin_cases j <;> simp [hat]
```

Q: So far these are matrices with three parameters. What makes them rotations is how they fail to commute.

A: Their commutator follows from the double cross product. For any $w$,
$$[\hat u,\hat v]\,w = u\times(v\times w) - v\times(u\times w).$$
Expanding each term gives
$$v(u\cdot w) - w(u\cdot v) - u(v\cdot w) + w(v\cdot u) = v(u\cdot w) - u(v\cdot w) = (u\times v)\times w.$$
Since $w$ is arbitrary, $[\hat u,\hat v] = \widehat{u\times v}$. Lean takes the more pedestrian route and compares the nine entries of both sides as polynomials in the components of $u$ and $v$.

```lean
/-- The commutator of two rotation generators is the generator belonging to the cross product
of their vectors. -/
theorem hat_commutator (u v : Fin 3 → ℝ) :
    hat u * hat v - hat v * hat u = hat (u ⨯₃ v) := by
  ext i j
  fin_cases i <;> fin_cases j <;>
    simp [hat, cross_apply] <;> ring
```

Q: In quantum mechanics I expect a factor $i\hbar$ there.

A: It enters with the Hermitian convention. Put $J_a = i\hbar\,\hat e_a$ for the unit vectors $e_a$. With $e_a \times e_b = e_c$,
$$[J_a,J_b] = -\hbar^2\,\hat e_c = i\hbar J_c.$$
These are the angular-momentum matrices of a single spin 1 in the Cartesian basis. The file keeps the real antisymmetric form.

Q: Now the determinant. I suspect it has been put in by hand to make reflections come out right.

A: It comes from the triple product, and it appears before orthogonality does. Take any real 3 by 3 matrix $M$ and vectors $a$, $b$. Then
$$a^T M^T\,\widehat{Mv}\,M b = (Ma)\cdot(Mv\times Mb) = \det[Ma, Mv, Mb].$$
The matrix with columns $Ma$, $Mv$, $Mb$ is $M$ times the matrix with columns $a$, $v$, $b$, so this equals
$$\det(M)\det[a,v,b] = \det(M)\;a\cdot(v\times b) = a^T\big(\det(M)\,\hat v\big)b.$$
As $a$ and $b$ are arbitrary, $M^T\,\widehat{Mv}\,M = \det(M)\,\hat v$. Geometrically, the determinant is the factor by which $M$ changes signed volume.

In Lean the determinant is expanded with `Matrix.det_fin_three`, and `ring` confirms each of the nine entries. The symbol `•` multiplies a matrix or vector by a number.

```lean
/-- For any real 3 by 3 matrix `M`, orthogonal or not, pulling the generator of `M v` back
through `M` gives the generator of `v` times the determinant of `M`. -/
theorem transpose_mul_hat_mul (M : Matrix (Fin 3) (Fin 3) ℝ) (v : Fin 3 → ℝ) :
    Mᵀ * hat (M *ᵥ v) * M = M.det • hat v := by
  rw [Matrix.det_fin_three]
  ext i j
  fin_cases i <;> fin_cases j <;>
    simp [hat, Matrix.mul_apply, Matrix.mulVec, dotProduct, Fin.sum_univ_three] <;> ring
```

Q: That has the transpose on the wrong side for my disc.

A: Orthogonality moves it over. Write $d = \det R$. Taking determinants in $R^T R = 1$ gives $d^2 = 1$, and for a square matrix $R^T R = 1$ also gives $R R^T = 1$. Hence
$$R\hat v R^T = d^2 R\hat v R^T = d\,R\,(d\,\hat v)\,R^T = d\,R R^T\,\widehat{Rv}\,R R^T = d\,\widehat{Rv}.$$
The third equality replaces $d\,\hat v$ by $R^T\,\widehat{Rv}\,R$, the identity just shown. The `calc` block below has the same four steps, with `hd` for $d^2 = 1$ and `hR'` for $RR^T = 1$.

```lean
/-- Under an orthogonal transformation `R`, proper or improper, the generator of `v` becomes
the generator of `R v` times the determinant of `R`: generators transform as axial vectors. -/
theorem hat_axial (R : Matrix (Fin 3) (Fin 3) ℝ) (hR : Rᵀ * R = 1) (v : Fin 3 → ℝ) :
    R * hat v * Rᵀ = R.det • hat (R *ᵥ v) := by
  have hR' : R * Rᵀ = 1 := mul_eq_one_comm.mp hR
  -- the determinant of an orthogonal matrix squares to one
  have hd : R.det * R.det = 1 := by
    have h := congrArg Matrix.det hR
    rwa [Matrix.det_mul, Matrix.det_transpose, Matrix.det_one] at h
  calc R * hat v * Rᵀ = (R.det * R.det) • (R * hat v * Rᵀ) := by rw [hd, one_smul]
    _ = R.det • (R * (R.det • hat v) * Rᵀ) := by
        rw [Matrix.mul_smul, Matrix.smul_mul, smul_smul]
    _ = R.det • ((R * Rᵀ) * hat (R *ᵥ v) * (R * Rᵀ)) := by
        rw [← transpose_mul_hat_mul R v]
        simp only [Matrix.mul_assoc]
    _ = R.det • hat (R *ᵥ v) := by rw [hR', Matrix.one_mul, Matrix.mul_one]
```

Q: The hypothesis is only `Rᵀ * R = 1`. Where do you say that reflections are allowed?

A: By not excluding them. Nothing fixes the sign of the determinant, so the theorem covers proper rotations, with $d = 1$, and improper ones, with $d = -1$. For the inversion $R = -1$ both $d$ and $Rv$ change sign, and the generator stays as it was.

Q: When I reflect the world, don't I also turn a right-handed cross product into a left-handed one?

A: Not here. `hat` is the same formula before and after the transformation, so the right-hand rule is kept throughout. The transformation is active: it moves the disc and leaves the axes alone. The factor $\det R$ records the mismatch between a reflected motion and a rule that was not reflected.

Q: Would the law also hold for a shear, or for some other distortion that is not orthogonal?

A: Not for an invertible one. Suppose $M\hat v M^T = \det(M)\,\widehat{Mv}$ for every $v$, with $\det M \neq 0$. Set $v = M^T x$:
$$M\,\widehat{M^T x}\,M^T = \det(M)\,\widehat{MM^T x}.$$
The determinant identity, applied to $M^T$ and $x$, says that the same left-hand side is $\det(M)\,\hat x$. Dividing by $\det M$ and using that the hat determines its vector, $MM^T x = x$ for every $x$. So $MM^T = 1$, and therefore $M^T M = 1$. Invertibility matters: the zero matrix satisfies the law as $0 = 0$ and is not orthogonal.

In the proof, `hfix` is the statement $MM^T x = x$. Passing to linear maps with `Matrix.toLin'` turns it into an equation between matrices. The reverse direction is `hat_axial`.

```lean
/-- An invertible real 3 by 3 matrix obeys the axial-vector law for all generators exactly
when it is orthogonal. -/
theorem axial_law_iff_orthogonal (M : Matrix (Fin 3) (Fin 3) ℝ) (hdet : M.det ≠ 0) :
    (∀ v, M * hat v * Mᵀ = M.det • hat (M *ᵥ v)) ↔ Mᵀ * M = 1 := by
  constructor
  · intro h
    -- comparing the law at `Mᵀ x` with the determinant identity shows that `M Mᵀ` fixes `x`
    have hfix : ∀ x, (M * Mᵀ) *ᵥ x = x := by
      intro x
      have h1 := transpose_mul_hat_mul Mᵀ x
      rw [Matrix.transpose_transpose, Matrix.det_transpose, h, Matrix.mulVec_mulVec] at h1
      apply hat_injective
      calc hat ((M * Mᵀ) *ᵥ x) = M.det⁻¹ • (M.det • hat ((M * Mᵀ) *ᵥ x)) :=
            (inv_smul_smul₀ hdet _).symm
        _ = M.det⁻¹ • (M.det • hat x) := by rw [h1]
        _ = hat x := inv_smul_smul₀ hdet _
    have hM : M * Mᵀ = 1 := by
      apply Matrix.toLin'.injective
      apply LinearMap.ext
      intro x
      rw [Matrix.toLin'_apply, Matrix.toLin'_apply, Matrix.one_mulVec]
      exact hfix x
    exact mul_eq_one_comm.mp hM
  · intro hM v
    exact hat_axial M hM v
```

Q: I measure torques and angular momenta, not their matrices. What happens to $r \times p$?

A: Let the generator act on a vector:
$$R(u\times v) = R\hat u v = (R\hat u R^T)(Rv) = \det(R)\,\widehat{Ru}\,Rv = \det(R)\,(Ru\times Rv).$$
With $u = r$ and $v = p$, multiplying by $\det R$ gives $Rr \times Rp = \det(R)\,R(r\times p)$, which is the angular momentum of the transformed particle. The Lean proof makes the same substitutions as one chain of rewrites, and `hR` removes the product $R^T R$ in the middle.

```lean
/-- An orthogonal transformation `R` carries the cross product of two vectors to the cross
product of the transformed vectors times the determinant of `R`. -/
theorem cross_axial (R : Matrix (Fin 3) (Fin 3) ℝ) (hR : Rᵀ * R = 1) (u v : Fin 3 → ℝ) :
    R *ᵥ (u ⨯₃ v) = R.det • ((R *ᵥ u) ⨯₃ (R *ᵥ v)) := by
  -- write both cross products through generators and use the axial-vector law
  rw [← hat_mulVec u v, ← hat_mulVec (R *ᵥ u) (R *ᵥ v), ← Matrix.smul_mulVec,
    ← hat_axial R hR u, Matrix.mulVec_mulVec, Matrix.mulVec_mulVec,
    Matrix.mul_assoc (R * hat u) Rᵀ R, hR, Matrix.mul_one]

end AxialGenerators
```

```lean
#print axioms AxialGenerators.hat_commutator
#print axioms AxialGenerators.hat_axial
#print axioms AxialGenerators.axial_law_iff_orthogonal
#print axioms AxialGenerators.cross_axial
```

```
'AxialGenerators.hat_commutator' depends on axioms: [propext, Classical.choice, Quot.sound]
'AxialGenerators.hat_axial' depends on axioms: [propext, Classical.choice, Quot.sound]
'AxialGenerators.axial_law_iff_orthogonal' depends on axioms: [propext, Classical.choice, Quot.sound]
'AxialGenerators.cross_axial' depends on axioms: [propext, Classical.choice, Quot.sound]
```

Q: What is missing if I want the whole rotation group?

A: Finite rotations: the exponential $e^{\hat v}$ does not appear. Nor does the file package the correspondence as an isomorphism of Lie algebras; it gives the one-to-one correspondence and the commutator as separate theorems. Everything is real and three-dimensional, and the dimension is essential to the picture: antisymmetric $n$ by $n$ matrices have $n(n-1)/2$ free entries, which for $n \ge 1$ equals $n$ only when $n = 3$.

Q: Where would I meet the determinant in a program?

A: Where a symmetry operation acts on stored axial vectors. With $R$ in Cartesian coordinates, a force or an electric dipole is updated as $Rv$, a torque or a magnetic moment as $\det(R)\,Rv$; time reversal, if present, adds its own sign to the moment. In fractional coordinates of a hexagonal cell, the matrix $W$ of a sixfold rotation is invertible but not orthogonal. The components of a moment along the cell vectors still transform with $\det(W)\,W$, since this is the same rule in another basis. What fails for some vector, by `axial_law_iff_orthogonal`, is the matrix law with `hat` built from fractional components. Convert to Cartesian coordinates before using `hat` or the component formula for the cross product.

The sign also turns up in electronic structure, in the special case of three real orbitals mixed by $e^{\kappa}$ with $\kappa$ antisymmetric. Write $\kappa = \hat v$ and exchange orbitals 0 and 1 by a permutation matrix $P$, with $\det P = -1$. The new matrix $P\kappa P^T$ has $\kappa_{01} = -v_2$ in position $(1,0)$. The law gives the same value, $\det(P)\,(Pv)_2 = -v_2$. If a code stores the components of a nonzero $v$ and, for this exchange, merely permutes them to $Pv$, it gets the sign of the generator wrong.
